# The J_0 sum rule: on-site Green-function blocks give a site's total exchange when the spin splitting is site-diagonal

A code that computes exchange constants J_ij from Green functions often also needs their sum J_0 over all partners of one site, for example for a mean-field estimate of an ordering temperature. The sum can be accumulated pair by pair, or obtained from on-site quantities alone. Comparing the two results tests the intersite blocks, although errors that cancel in the sum, such as exchange constants assigned to the wrong partners, go unnoticed. If the pair sum stops at some shell, the difference is the contribution of the omitted pairs.

The comparison rests on an identity at each complex energy z that is not an eigenvalue of either spin's Hamiltonian. Let H↑ and H↓ be the Hamiltonian matrices of the two spins, indexed by site and orbital, with Green functions G↑ = (z − H↑)⁻¹ and G↓ = (z − H↓)⁻¹. Write G↑_ij for the orbital matrix between sites i and j, and D_j for the block of D = H↑ − H↓ on site j. If D has no blocks between different sites, then

Σ_{j≠i} Tr(D_i G↑_ij D_j G↓_ji) = Tr(D_i (G↑_ii − G↓_ii)) − Tr(D_i G↑_ii D_i G↓_ii).

For electronic structure codes this means that, in a finite one-particle model with collinear spins and spin-independent hopping, J_0 needs no intersite blocks of the Green functions.

## From the resolvent identity to one site

The spin splitting is a difference of two inverse Green functions:

D = (z − H↓) − (z − H↑).

Multiplying by G↑ on the left and G↓ on the right gives

G↑ D G↓ = G↑ (z − H↓) G↓ − G↑ (z − H↑) G↓ = G↑ − G↓.

The block of this equation on site i contains a double sum over sites, which collapses because D_lj = 0 for l ≠ j:

G↑_ii − G↓_ii = Σ_j Σ_l G↑_il D_lj G↓_ji = Σ_j G↑_ij D_j G↓_ji.

Multiply by D_i from the left and take the trace. With K_ij = Tr(D_i G↑_ij D_j G↓_ji),

Σ_j K_ij = Tr(D_i (G↑_ii − G↓_ii)).

Moving the term j = i to the right-hand side gives the sum rule. With a single site the left-hand side is an empty sum, and the two on-site traces cancel.

The order of the two sites does not affect the sum. Interchanging the spins in K_ij changes the sign of both D_i and D_j, so the signs cancel, and cyclicity of the trace gives

Tr(D_i G↓_ij D_j G↑_ji) = Tr(D_j G↑_ji D_i G↓_ij) = K_ji.

Applying the full sum with the spins interchanged, we get

Σ_j K_ji = Tr((−D_i)(G↓_ii − G↑_ii)) = Σ_j K_ij.

Removing K_ii from both sides leaves equal sums over j ≠ i.

At the points of a complex-energy contour that lie off the real axis, the inverses exist whenever H↑ and H↓ are Hermitian. Suppose (z − H)v = 0 with v ≠ 0, and let v† be the conjugate transpose of v. Letting H act to the right and then to the left gives

v†Hv = z v†v and v†Hv = z̄ v†v.

Since v†v ≠ 0, z equals its conjugate z̄ and is real. Hence z − H is invertible for every non-real z.

Finally, take N quadrature energies ζ_n with weights w_n, and define

J_ij = (1/4π) Im Σ_n w_n K_ij(ζ_n).

The weights do not depend on j, the sums are finite and Im is additive, so

Σ_{j≠i} J_ij = (1/4π) Im Σ_n w_n Σ_{j≠i} K_ij(ζ_n).

The sum rule at each ζ_n replaces the inner sum by on-site traces.

## The sum rule and its quadrature form in Lean

```lean
import Mathlib

open Matrix
open scoped ComplexOrder

namespace ExchangeSumRule

noncomputable section

variable {ι κ : Type*} [Fintype ι] [DecidableEq ι] [Fintype κ] [DecidableEq κ]

/-- The orbital matrix connecting site `i` to site `j`. -/
def block (A : Matrix (ι × κ) (ι × κ) ℂ) (i j : ι) : Matrix κ κ ℂ :=
  Matrix.of fun a b => A (i, a) (j, b)

/-- A matrix is site-diagonal when its blocks between different sites vanish. -/
def SiteDiagonal (A : Matrix (ι × κ) (ι × κ) ℂ) : Prop :=
  ∀ i j, i ≠ j → block A i j = 0

/-- The matrix `z - H` at complex energy `z`. -/
def secular (z : ℂ) (H : Matrix (ι × κ) (ι × κ) ℂ) : Matrix (ι × κ) (ι × κ) ℂ :=
  z • (1 : Matrix (ι × κ) (ι × κ) ℂ) - H

/-- The Green function, the inverse of `z - H`. -/
def green (z : ℂ) (H : Matrix (ι × κ) (ι × κ) ℂ) : Matrix (ι × κ) (ι × κ) ℂ :=
  (secular z H)⁻¹

/-- The pair exchange kernel `Tr (D_i G↑_ij D_j G↓_ji)`, where `D_j` is the block of
`H↑ - H↓` on site `j`. -/
def exchangeKernel (z : ℂ) (Hu Hd : Matrix (ι × κ) (ι × κ) ℂ) (i j : ι) : ℂ :=
  trace (block (Hu - Hd) i i * block (green z Hu) i j *
    block (Hu - Hd) j j * block (green z Hd) j i)

/-- The Green functions of the two spins differ by `G↑ (H↑ - H↓) G↓`. -/
theorem green_sub_green {z : ℂ} {Hu Hd : Matrix (ι × κ) (ι × κ) ℂ}
    (hu : IsUnit (secular z Hu).det) (hd : IsUnit (secular z Hd).det) :
    green z Hu - green z Hd = green z Hu * (Hu - Hd) * green z Hd := by
  have h1 : green z Hu * secular z Hu = 1 := Matrix.nonsing_inv_mul _ hu
  have h2 : secular z Hd * green z Hd = 1 := Matrix.mul_nonsing_inv _ hd
  have h3 : Hu - Hd = secular z Hd - secular z Hu := by
    unfold secular
    abel
  rw [h3, Matrix.mul_sub, Matrix.sub_mul, h1, Matrix.mul_assoc, h2,
    Matrix.mul_one, Matrix.one_mul]

omit [DecidableEq ι] [DecidableEq κ] in
/-- For a site-diagonal `D`, a block of `A D B` is a single sum over intermediate sites. -/
theorem block_mul_siteDiagonal_mul {D : Matrix (ι × κ) (ι × κ) ℂ} (hD : SiteDiagonal D)
    (A B : Matrix (ι × κ) (ι × κ) ℂ) (i j : ι) :
    block (A * D * B) i j = ∑ k, block A i k * block D k k * block B k j := by
  -- block multiplication
  have hmul : ∀ (X Y : Matrix (ι × κ) (ι × κ) ℂ) (p q : ι),
      block (X * Y) p q = ∑ k, block X p k * block Y k q := by
    intro X Y p q
    ext a b
    simp [block, Matrix.mul_apply, Fintype.sum_prod_type, Matrix.sum_apply]
  rw [hmul]
  refine Finset.sum_congr rfl fun k _ => ?_
  -- only the diagonal block of `D` survives
  have hk : block (A * D) i k = block A i k * block D k k := by
    rw [hmul]
    refine Finset.sum_eq_single k ?_ ?_
    · intro l _ hl
      rw [hD l k hl, Matrix.mul_zero]
    · intro h
      exact absurd (Finset.mem_univ k) h
  rw [hk]

/-- For a site-diagonal spin splitting, the exchange kernel summed over all sites `j`, including `j
= i`, equals `Tr (D_i (G↑_ii - G↓_ii))`. -/
theorem sum_exchangeKernel {z : ℂ} {Hu Hd : Matrix (ι × κ) (ι × κ) ℂ}
    (hu : IsUnit (secular z Hu).det) (hd : IsUnit (secular z Hd).det)
    (hD : SiteDiagonal (Hu - Hd)) (i : ι) :
    ∑ j, exchangeKernel z Hu Hd i j =
      trace (block (Hu - Hd) i i * (block (green z Hu) i i - block (green z Hd) i i)) := by
  have h : block (green z Hu) i i - block (green z Hd) i i =
      block (green z Hu - green z Hd) i i := by
    ext a b
    simp [block]
  rw [h, green_sub_green hu hd, block_mul_siteDiagonal_mul hD, Finset.mul_sum,
    Matrix.trace_sum]
  refine Finset.sum_congr rfl fun j _ => ?_
  simp only [exchangeKernel, Matrix.mul_assoc]

/-- The `J_0` sum rule: for a site-diagonal spin splitting, the exchange kernel of site `i` summed
over all other sites is given by the on-site blocks of the two Green functions and of the spin
splitting. -/
theorem exchange_sum_rule {z : ℂ} {Hu Hd : Matrix (ι × κ) (ι × κ) ℂ}
    (hu : IsUnit (secular z Hu).det) (hd : IsUnit (secular z Hd).det)
    (hD : SiteDiagonal (Hu - Hd)) (i : ι) :
    ∑ j ∈ Finset.univ.erase i, exchangeKernel z Hu Hd i j =
      trace (block (Hu - Hd) i i * (block (green z Hu) i i - block (green z Hd) i i)) -
      trace (block (Hu - Hd) i i * block (green z Hu) i i *
        block (Hu - Hd) i i * block (green z Hd) i i) := by
  have h := Finset.add_sum_erase Finset.univ (exchangeKernel z Hu Hd i) (Finset.mem_univ i)
  have hs := sum_exchangeKernel hu hd hD i
  -- the subtracted trace is the term `j = i`
  change _ = _ - exchangeKernel z Hu Hd i i
  linear_combination h + hs

/-- Interchanging the two spins in the exchange kernel is the same as interchanging the sites. -/
theorem exchangeKernel_swap (z : ℂ) (Hu Hd : Matrix (ι × κ) (ι × κ) ℂ) (i j : ι) :
    exchangeKernel z Hd Hu i j = exchangeKernel z Hu Hd j i := by
  have h : ∀ k, block (Hd - Hu) k k = -block (Hu - Hd) k k := by
    intro k
    ext a b
    simp [block]
  unfold exchangeKernel
  rw [h i, h j]
  simp only [Matrix.neg_mul, Matrix.mul_neg, neg_neg]
  -- cyclicity of the trace
  have hc := Matrix.trace_mul_comm (block (Hu - Hd) i i * block (green z Hd) i j)
    (block (Hu - Hd) j j * block (green z Hu) j i)
  simpa only [Matrix.mul_assoc] using hc

/-- For a site-diagonal spin splitting, the kernels `(i, j)` and `(j, i)` have the same sum over all
sites `j` other than `i`. -/
theorem sum_exchangeKernel_symm {z : ℂ} {Hu Hd : Matrix (ι × κ) (ι × κ) ℂ}
    (hu : IsUnit (secular z Hu).det) (hd : IsUnit (secular z Hd).det)
    (hD : SiteDiagonal (Hu - Hd)) (i : ι) :
    ∑ j ∈ Finset.univ.erase i, exchangeKernel z Hu Hd i j =
      ∑ j ∈ Finset.univ.erase i, exchangeKernel z Hu Hd j i := by
  have hneg : ∀ k l, block (Hd - Hu) k l = -block (Hu - Hd) k l := by
    intro k l
    ext a b
    simp [block]
  have hD' : SiteDiagonal (Hd - Hu) := by
    intro k l hkl
    rw [hneg, hD k l hkl, neg_zero]
  have h1 := sum_exchangeKernel hu hd hD i
  have h2 := sum_exchangeKernel hd hu hD' i
  have h3 : ∑ j, exchangeKernel z Hu Hd j i = ∑ j, exchangeKernel z Hd Hu i j :=
    Finset.sum_congr rfl fun j _ => (exchangeKernel_swap z Hu Hd i j).symm
  -- both full sums have the same on-site value
  have hT : trace (block (Hd - Hu) i i * (block (green z Hd) i i - block (green z Hu) i i)) =
      trace (block (Hu - Hd) i i * (block (green z Hu) i i - block (green z Hd) i i)) := by
    rw [hneg, ← neg_sub (block (green z Hu) i i) (block (green z Hd) i i),
      Matrix.neg_mul, Matrix.mul_neg, neg_neg]
  have a1 := Finset.add_sum_erase Finset.univ (exchangeKernel z Hu Hd i) (Finset.mem_univ i)
  have a2 := Finset.add_sum_erase Finset.univ (fun j => exchangeKernel z Hu Hd j i)
    (Finset.mem_univ i)
  beta_reduce at a2
  linear_combination a1 - a2 + h1 - h2 - h3 - hT

/-- For a Hermitian Hamiltonian, `z - H` is invertible at every energy off the real axis. -/
theorem isUnit_secular_of_isHermitian {z : ℂ} {H : Matrix (ι × κ) (ι × κ) ℂ}
    (hH : H.IsHermitian) (hz : z.im ≠ 0) : IsUnit (secular z H).det := by
  rw [isUnit_iff_ne_zero]
  intro h0
  obtain ⟨v, hv, hv0⟩ := Matrix.exists_mulVec_eq_zero_iff.mpr h0
  have hE : H *ᵥ v = z • v := by
    rw [secular, Matrix.sub_mulVec, Matrix.smul_mulVec, Matrix.one_mulVec, sub_eq_zero] at hv0
    exact hv0.symm
  -- the product `v†Hv`, evaluated with `H` acting to the right and to the left
  have h1 : star v ⬝ᵥ (H *ᵥ v) = z * (star v ⬝ᵥ v) := by
    rw [hE, dotProduct_smul, smul_eq_mul]
  have h2 : star v ⬝ᵥ (H *ᵥ v) = star z * (star v ⬝ᵥ v) := by
    have hs : star v ᵥ* H = star (H *ᵥ v) := by
      rw [Matrix.star_mulVec, hH.eq]
    rw [Matrix.dotProduct_mulVec, hs, hE, star_smul, smul_dotProduct, smul_eq_mul]
  have hq : star v ⬝ᵥ v ≠ 0 := fun h => hv (by simpa using h)
  have hzz : z = star z := mul_right_cancel₀ hq (h1.symm.trans h2)
  have him : z.im = -z.im := congrArg Complex.im hzz
  exact hz (by linarith)

/-- The exchange constant from a quadrature with energies `ζ n` and weights `w n`:
`1 / (4π)` times the imaginary part of the weighted sum of exchange kernels. -/
def pairExchange {N : ℕ} (ζ w : Fin N → ℂ) (Hu Hd : Matrix (ι × κ) (ι × κ) ℂ) (i j : ι) : ℝ :=
  1 / (4 * Real.pi) * (∑ n, w n * exchangeKernel (ζ n) Hu Hd i j).im

/-- For Hermitian Hamiltonians with a site-diagonal spin splitting and quadrature energies off the
real axis, the exchange constants of site `i` with all other sites add up to a quadrature over
on-site blocks. -/
theorem pairExchange_sum_rule {N : ℕ} (ζ w : Fin N → ℂ) {Hu Hd : Matrix (ι × κ) (ι × κ) ℂ}
    (hu : Hu.IsHermitian) (hd : Hd.IsHermitian) (hζ : ∀ n, (ζ n).im ≠ 0)
    (hD : SiteDiagonal (Hu - Hd)) (i : ι) :
    ∑ j ∈ Finset.univ.erase i, pairExchange ζ w Hu Hd i j =
      1 / (4 * Real.pi) * (∑ n, w n *
        (trace (block (Hu - Hd) i i *
          (block (green (ζ n) Hu) i i - block (green (ζ n) Hd) i i)) -
        trace (block (Hu - Hd) i i * block (green (ζ n) Hu) i i *
          block (Hu - Hd) i i * block (green (ζ n) Hd) i i))).im := by
  simp only [pairExchange]
  rw [← Finset.mul_sum, ← Complex.im_sum, Finset.sum_comm]
  -- apply the sum rule at each energy
  refine congrArg (fun x : ℂ => 1 / (4 * Real.pi) * x.im) (Finset.sum_congr rfl fun n _ => ?_)
  rw [← Finset.mul_sum, exchange_sum_rule (isUnit_secular_of_isHermitian hu (hζ n))
    (isUnit_secular_of_isHermitian hd (hζ n)) hD i]

end

end ExchangeSumRule
```

```lean
#print axioms ExchangeSumRule.exchange_sum_rule
#print axioms ExchangeSumRule.sum_exchangeKernel_symm
#print axioms ExchangeSumRule.pairExchange_sum_rule
```

```
'ExchangeSumRule.exchange_sum_rule' depends on axioms: [propext, Classical.choice, Quot.sound]
'ExchangeSumRule.sum_exchangeKernel_symm' depends on axioms: [propext, Classical.choice, Quot.sound]
'ExchangeSumRule.pairExchange_sum_rule' depends on axioms: [propext, Classical.choice, Quot.sound]
```

## Sites, orbitals and spins in the code

The finite types `ι` and `κ` label sites and orbitals, so a Hamiltonian is a complex matrix on `ι × κ`. Every site has the same orbital set. `Hu` and `Hd` are H↑ and H↓, `block` extracts an orbital matrix, `secular z H` is z − H, and `green z H` is its inverse. The unit matrix in `secular` means an orthonormal basis. `exchangeKernel` is K_ij.

`exchange_sum_rule` says that, for every site `i`, the kernel summed over all other sites equals the difference of the two on-site traces. The hypotheses `hu` and `hd` state invertibility through the determinants. Hermiticity is not needed here. The hypothesis `hD : SiteDiagonal (Hu - Hd)` stands for an exchange field that acts within each site while the hopping is the same for both spins.

`pairExchange_sum_rule` is the version for a contour calculation. It assumes Hermitian Hamiltonians and energies `ζ n` off the real axis, from which `isUnit_secular_of_isHermitian` supplies the invertibility. The complex weights `w n` carry the contour element and any occupation factor. The prefactor 1/(4π) fixes a convention for J_ij; a code with another constant factor rescales both sides alike. Signs need care when some moments are antiparallel, because D_i contains the direction of the moment on site i. If a code defines J_ij through an energy −Σ J_ij e_i·e_j, with unit vectors e_i along the local moments, its constants for antiparallel pairs have the opposite sign to those defined here and must be reversed before the sums are compared.

The proofs follow the derivation closely. `green_sub_green` rewrites `Hu - Hd` as a difference of secular matrices and cancels each against its inverse. `block_mul_siteDiagonal_mul` reduces the double site sum to a single one, and `sum_exchangeKernel` multiplies by D_i and takes the trace. In `exchange_sum_rule`, `Finset.add_sum_erase` splits off the term j = i, and `linear_combination` does the remaining subtraction. `exchangeKernel_swap` uses `Matrix.trace_mul_comm` for cyclicity, and `sum_exchangeKernel_symm` combines it with the full sum for both spin orders. The quadrature theorem exchanges the site and energy sums with `Finset.sum_comm` and then applies the sum rule at each energy.

## How `Finset.sum_eq_single` removes the intersite terms

The step from a double to a single site sum turns on the Mathlib lemma `Finset.sum_eq_single`. It reduces a finite sum to one chosen term and asks for two things in return: every other term in the range vanishes, and the chosen term vanishes if its index lies outside the range.

Here the sum is over `l`, with terms `block A i l * block D l k`, and the chosen index is `k`. For `l ≠ k`, the expression `hD l k hl` says that the block of D is zero, so the product is zero. The second condition is settled at once because the sum runs over all sites. The physical assumption about the hopping thus enters as the vanishing of specific terms.

If the hopping does depend on spin, as it can when localised orbitals are constructed separately for each spin, these terms survive. The resolvent identity still holds, but the on-site trace then also contains contributions from D_lk with l ≠ k, and a mismatch between the two ways of computing J_0 need not be a programming error.

## Exact at every quadrature, silent about its accuracy

The equality holds for any number of energies and any weights, so a coarse contour satisfies it as exactly as a fine one. In floating-point arithmetic the two sides should agree up to rounding and the error of the matrix inversions. Agreement is therefore no evidence that the energy integral has converged.

The pair sum must include every other site of the finite matrix. For a periodic cluster this means all sites of the cluster, with each pair block taken from the same Green functions as the on-site blocks. The theorems do not treat the limit of an infinite crystal.

The symmetry theorem concerns sums over partners and makes no claim that K_ij equals K_ji for a single pair. Non-orthogonal bases, spin-orbit coupling that mixes the two spins, and averages over disordered moments are not covered. Nor do the theorems derive J_ij from the energy of rotated moments: `pairExchange` is a definition, and how well the resulting constants describe a magnet is a separate physical question.
